# Magnon energies on an n-point grid do not fix the stiffness of a spin chain whose couplings have unrestricted finite range

One way to obtain a spin-wave stiffness from a frozen-magnon calculation is to compute the energies of static spin spirals at a set of wavevectors, fit them to a sum of cosines, and read the stiffness from the curvature of the fitted curve at $k=0$. If the spirals are those that fit a ring of $n$ cells, the wavevectors are $k = 2\pi m/n$ with $m$ an integer. The energies at these points are compatible with any curvature at all, as long as the fit may use couplings of any finite range. The number that comes out therefore depends on the range allowed in the fit as well as on the data. This bears on stiffness constants from first-principles spin-spiral energies, here for a one-dimensional chain with one spin per cell and isotropic pair exchange, with energies measured from the ferromagnetic state.

## The chain, its curvature and its grid

```lean
import Mathlib

open Real

namespace FrozenMagnonAliasing

noncomputable section
```

The file loads the Mathlib library and opens the namespace `Real`, so that `cos`, `sin` and `π` can be written without a prefix.

```lean
/-- Magnon dispersion of a spin chain with finitely many shell couplings `J r`:
the sum of `J r * (1 - cos (r k))` over the shells `r`. -/
def dispersion (J : ℕ →₀ ℝ) (k : ℝ) : ℝ :=
  J.sum fun r c => c * (1 - cos (r * k))
```

The type `ℕ →₀ ℝ` contains the functions from natural numbers to reals that are nonzero at finitely many places. Such a `J` lists the exchange couplings: `J r` couples each spin to those $r$ cells away. In ordinary notation the definition reads

$$\omega_J(k) = \sum_r J(r)\,\bigl(1-\cos(rk)\bigr).$$

In the expression `fun r c => ...`, the variable `c` stands for the value $J(r)$. The lattice constant is 1, and factors such as the spin length are absorbed into $J$. A positive $J(r)$ is ferromagnetic. The entry $J(0)$ has no effect, because its term is zero.

```lean
/-- The second derivative of a dispersion at the zone centre `k = 0`. -/
def curvature (w : ℝ → ℝ) : ℝ := deriv (deriv w) 0
```

The curvature of a dispersion $\omega$ is $\omega''(0)$. Near the zone centre $\omega_J(k)\approx \tfrac12\,\omega_J''(0)\,k^2$, so a stiffness defined as the coefficient of $k^2$ is half of this number. Lean's `deriv` returns 0 for a function that has no derivative, which is why the file proves below that the derivatives exist.

```lean
/-- The wavevector `k` fits a ring of `n` cells: the phase `n k` is an integer multiple
of `2π`. -/
def OnGrid (n : ℕ) (k : ℝ) : Prop := ∃ m : ℤ, (n : ℝ) * k = 2 * π * m
```

`OnGrid n k` says that $nk = 2\pi m$ for some integer $m$: the spiral closes on itself after $n$ cells. All periodic images of the grid points are included.

```lean
/-- For a nonempty ring the grid consists of the wavevectors `2π m / n` with `m` an integer. -/
theorem onGrid_iff {n : ℕ} (hn : n ≠ 0) (k : ℝ) :
    OnGrid n k ↔ ∃ m : ℤ, k = 2 * π * m / n := by
  have hn' : (n : ℝ) ≠ 0 := Nat.cast_ne_zero.mpr hn
  constructor
  · rintro ⟨m, hm⟩
    refine ⟨m, ?_⟩
    rw [eq_div_iff hn']
    linear_combination hm
  · rintro ⟨m, rfl⟩
    exact ⟨m, by field_simp⟩
```

For $n\neq 0$ this is the same as $k = 2\pi m/n$. The argument is a division by $n$ in one direction and a multiplication in the other. The two bullets in the proof are these two directions, and `hn` is the hypothesis that $n$ is not zero.

## The curvature is a second moment of the couplings

```lean
/-- The slope of the dispersion at `k` is the sum of `J r * r * sin (r k)`. -/
theorem hasDerivAt_dispersion (J : ℕ →₀ ℝ) (k : ℝ) :
    HasDerivAt (dispersion J) (J.sum fun r c => c * (r * sin (r * k))) k := by
  show HasDerivAt (fun x : ℝ => ∑ r ∈ J.support, J r * (1 - cos (r * x)))
    (∑ r ∈ J.support, J r * (r * sin (r * k))) k
  apply HasDerivAt.fun_sum
  intro r _
  have h : HasDerivAt (fun x : ℝ => (r : ℝ) * x) r k := by
    simpa using (hasDerivAt_id' k).const_mul (r : ℝ)
  exact ((h.cos.const_sub 1).const_mul (J r)).congr_deriv (by ring)
```

`HasDerivAt f f' k` states that $f$ is differentiable at $k$ with derivative $f'$. Here it gives

$$\omega_J'(k) = \sum_r J(r)\, r\sin(rk).$$

By hand one differentiates term by term, using $\frac{d}{dk}\cos(rk) = -r\sin(rk)$. The proof does the same: `HasDerivAt.fun_sum` reduces the finite sum to one term, `h` is the derivative of $rk$, and `h.cos` applies the chain rule.

```lean
/-- The slope of the dispersion changes with `k` at the rate given by the sum of
`J r * r ^ 2 * cos (r k)`. -/
theorem hasDerivAt_slope (J : ℕ →₀ ℝ) (k : ℝ) :
    HasDerivAt (fun x : ℝ => J.sum fun r c => c * (r * sin (r * x)))
      (J.sum fun r c => c * ((r : ℝ) ^ 2 * cos (r * k))) k := by
  show HasDerivAt (fun x : ℝ => ∑ r ∈ J.support, J r * (r * sin (r * x)))
    (∑ r ∈ J.support, J r * ((r : ℝ) ^ 2 * cos (r * k))) k
  apply HasDerivAt.fun_sum
  intro r _
  have h : HasDerivAt (fun x : ℝ => (r : ℝ) * x) r k := by
    simpa using (hasDerivAt_id' k).const_mul (r : ℝ)
  exact ((h.sin.const_mul (r : ℝ)).const_mul (J r)).congr_deriv (by ring)
```

A second differentiation gives $\omega_J''(k) = \sum_r J(r)\, r^2\cos(rk)$. The proof has the same shape, with sine in place of cosine.

```lean
/-- The curvature at the zone centre is the second moment of the couplings, the sum of
`J r * r ^ 2`. -/
theorem curvature_dispersion (J : ℕ →₀ ℝ) :
    curvature (dispersion J) = J.sum fun r c => c * (r : ℝ) ^ 2 := by
  have h : deriv (dispersion J) = fun x : ℝ => J.sum fun r c => c * (r * sin (r * x)) :=
    funext fun x => (hasDerivAt_dispersion J x).deriv
  rw [curvature, h, (hasDerivAt_slope J 0).deriv]
  simp
```

At $k=0$ every cosine equals 1, hence

$$\omega_J''(0) = \sum_r J(r)\, r^2 .$$

The step `h` identifies the first derivative as a function of $k$. The rewriting then inserts the second derivative at zero, and `simp` evaluates the cosines. The factor $r^2$ is what makes the stiffness sensitive to distant shells: a small coupling far away can contribute as much as a large one nearby.

```lean
/-- A single shell `r` of unit coupling has curvature `r ^ 2` at the zone centre. -/
theorem curvature_shell (r : ℕ) :
    curvature (fun k : ℝ => 1 - cos (r * k)) = (r : ℝ) ^ 2 := by
  have h : (fun k : ℝ => 1 - cos (r * k)) = dispersion (Finsupp.single r 1) := by
    funext k
    simp [dispersion, Finsupp.sum_single_index]
  rw [h, curvature_dispersion]
  simp [Finsupp.sum_single_index]
```

For one shell with coupling 1, the curvature of $1-\cos(rk)$ is $r^2$. `Finsupp.single r 1` is the coupling list with the value 1 at $r$ and zero elsewhere, so this is a special case of the previous formula.

```lean
/-- Adding a coupling `c` on shell `r` adds `c * g r` to any coupling-weighted sum of a
shell quantity `g`. -/
theorem sum_add_shell (J : ℕ →₀ ℝ) (r : ℕ) (c : ℝ) (g : ℕ → ℝ) :
    ((J + Finsupp.single r c).sum fun i x => x * g i) =
      (J.sum fun i x => x * g i) + c * g r := by
  have h₁ : ((J + Finsupp.single r c).sum fun i x => x * g i) =
      (J.sum fun i x => x * g i) + (Finsupp.single r c).sum fun i x => x * g i :=
    Finsupp.sum_add_index' (fun _ => zero_mul _) (fun _ _ _ => add_mul _ _ _)
  have h₂ : ((Finsupp.single r c).sum fun i x => x * g i) = c * g r :=
    Finsupp.sum_single_index (zero_mul _)
  rw [h₁, h₂]
```

Both the energy at fixed $k$ and the curvature have the form $\sum_i J(i)\,g(i)$, with $g(i) = 1-\cos(ik)$ in the first case and $g(i)=i^2$ in the second. Adding a coupling $c$ on shell $r$ changes such a sum by $c\,g(r)$. The lemma states this once for every $g$, and the final theorem uses it for both quantities.

## Which shells look the same on the grid

```lean
/-- Two shells `r` and `s` give the same energies at all grid wavevectors exactly when
`n` divides `s - r` or `s + r`. -/
theorem shells_alias_iff {n : ℕ} (hn : n ≠ 0) (r s : ℕ) :
    (∀ k : ℝ, OnGrid n k → 1 - cos (r * k) = 1 - cos (s * k)) ↔
      (n : ℤ) ∣ (s : ℤ) - r ∨ (n : ℤ) ∣ (s : ℤ) + r := by
  have hn' : (n : ℝ) ≠ 0 := Nat.cast_ne_zero.mpr hn
  have hπ : 2 * π ≠ 0 := mul_ne_zero two_ne_zero pi_ne_zero
  constructor
  · intro h
    -- the first nonzero grid point already separates inequivalent shells
    obtain ⟨t, ht⟩ : ∃ t : ℝ, (n : ℝ) * t = 2 * π := ⟨2 * π / n, by field_simp⟩
    have h₁ := h t ⟨1, by rw [ht]; simp⟩
    have h₂ : cos (r * t) = cos (s * t) := by linarith
    obtain ⟨q, hq | hq⟩ := Real.cos_eq_cos_iff.1 h₂
    · have e : (s : ℝ) - r = n * q :=
        mul_left_cancel₀ hπ (by linear_combination (n : ℝ) * hq - ((s : ℝ) - r) * ht)
      exact Or.inl ⟨q, by exact_mod_cast e⟩
    · have e : (s : ℝ) + r = n * q :=
        mul_left_cancel₀ hπ (by linear_combination (n : ℝ) * hq - ((s : ℝ) + r) * ht)
      exact Or.inr ⟨q, by exact_mod_cast e⟩
  · -- conversely, the phases agree up to sign and full turns
    rintro (⟨q, hq⟩ | ⟨q, hq⟩) k ⟨m, hm⟩
    · have e : (s : ℝ) - r = n * q := by exact_mod_cast hq
      have p : (s : ℝ) * k = r * k + ((q * m : ℤ) : ℝ) * (2 * π) := by
        push_cast
        linear_combination k * e + (q : ℝ) * hm
      rw [p, Real.cos_add_int_mul_two_pi]
    · have e : (s : ℝ) + r = n * q := by exact_mod_cast hq
      have p : (s : ℝ) * k = -(r * k) + ((q * m : ℤ) : ℝ) * (2 * π) := by
        push_cast
        linear_combination k * e + (q : ℝ) * hm
      rw [p, Real.cos_add_int_mul_two_pi, Real.cos_neg]
```

The theorem says that $1-\cos(rk)$ and $1-\cos(sk)$ agree at every grid wavevector if and only if $n$ divides $s-r$ or $s+r$. The symbol `∣` means "divides", and the notation `(s : ℤ)` treats $s$ as an integer, so that $s-r$ may be negative.

Suppose first that the energies agree on the grid. Take the grid point $t = 2\pi/n$. Then $\cos(rt)=\cos(st)$, and two cosines are equal only if their arguments agree up to sign and full turns:

$$st = 2\pi q + rt \quad\text{or}\quad st = 2\pi q - rt$$

for some integer $q$. Multiplying by $n$, using $nt=2\pi$ and cancelling $2\pi$ gives $s-r = nq$ or $s+r=nq$.

Conversely, let $s-r=nq$ and $nk=2\pi m$. Then

$$sk = rk + q\,nk = rk + 2\pi qm,$$

so the cosines are equal. If instead $s+r=nq$, then $sk = -rk + 2\pi qm$, and the cosines are equal because cosine is even.

In the Lean proof, `Real.cos_eq_cos_iff` supplies the two cases of the first half, and `mul_left_cancel₀` cancels the $2\pi$. In the second half, `p` is the displayed relation between $sk$ and $rk$. The tactic `linear_combination` checks that an equation follows from known ones with the stated coefficients.

## Nearest neighbours and shell n + 1

```lean
/-- For `n ≠ 0`, the dispersions `1 - cos k` and `1 - cos ((n + 1) k)` agree at every grid
wavevector, while their curvatures at the zone centre are `1` and `(n + 1) ^ 2`, the second being
strictly larger. -/
theorem nearest_neighbour_alias {n : ℕ} (hn : n ≠ 0) :
    (∀ k : ℝ, OnGrid n k → 1 - cos k = 1 - cos (((n : ℝ) + 1) * k)) ∧
      curvature (fun k : ℝ => 1 - cos k) = 1 ∧
      curvature (fun k : ℝ => 1 - cos (((n : ℝ) + 1) * k)) = ((n : ℝ) + 1) ^ 2 ∧
      curvature (fun k : ℝ => 1 - cos k) <
        curvature (fun k : ℝ => 1 - cos (((n : ℝ) + 1) * k)) := by
  have h₁ := curvature_shell 1
  have h₂ := curvature_shell (n + 1)
  simp only [Nat.cast_one, one_mul, one_pow] at h₁
  simp only [Nat.cast_add, Nat.cast_one] at h₂
  refine ⟨fun k hk => ?_, h₁, h₂, ?_⟩
  · have h := (shells_alias_iff hn 1 (n + 1)).2 (Or.inl ⟨1, by push_cast; ring⟩) k hk
    simp only [Nat.cast_add, Nat.cast_one, one_mul] at h
    exact h
  · rw [h₁, h₂]
    have hpos : (0 : ℝ) < n := Nat.cast_pos.mpr (Nat.pos_of_ne_zero hn)
    nlinarith
```

The symbol `∧` means "and", so the theorem makes four statements for $n\ge 1$:

- $1-\cos k$ and $1-\cos((n+1)k)$ agree at every grid wavevector;
- the first has curvature $1$;
- the second has curvature $(n+1)^2$;
- the first curvature is strictly smaller than the second.

By hand, at a grid point $(n+1)k = k + nk = k + 2\pi m$, which leaves the cosine unchanged. In the proof this is the preceding theorem with $r=1$ and $s=n+1$, whose difference is $n$. The curvatures come from `curvature_shell`, and the inequality holds because $(n+1)^2-1 = n^2+2n>0$.

The hypothesis $n\neq 0$ is needed. For $n=0$ the condition $0\cdot k = 2\pi m$ is met by every $k$ with $m=0$, so the "grid" is the whole line. The two dispersions are then the same function, both curvatures are 1, and the strict inequality fails.

In a fitting code the coincidence shows up as equal columns. The least-squares matrix has entries $A_{mr} = 1-\cos(2\pi mr/n)$, with one row for each wavevector and one column for each shell. Take $n=4$ and the nearest-neighbour chain with $J(1)=1$. The energies at $k=0,\ \pi/2,\ \pi,\ 3\pi/2$ are $0, 1, 2, 1$. If the fit includes shells 1 to 5, columns 1, 3 and 5 are all equal to this data vector, and column 4 is zero. A solver that returns the solution of smallest norm puts $1/3$ on each of the shells 1, 3 and 5. It reproduces the data exactly and reports the curvature $(1+9+25)/3 = 35/3$, although the chain that produced the data has curvature 1.

Restricting the fit to shells $1\le r\le n/2$ makes the columns independent and the answer unique, by the usual properties of the discrete cosine sums. The choice of curvature is then made by the cutoff, and it is sound to the extent that the true couplings beyond the cutoff are negligible even after weighting with $r^2$. Energies at further wavevectors, off the original grid, test that assumption.

## The same energies with any chosen curvature

```lean
/-- For `n ≠ 0`, any couplings `J` and any real `D` there are finite-range couplings `J'` with the
same energies at all grid wavevectors and curvature `D` at the zone centre. If `D` is at least the
curvature of the original dispersion, no coupling is lowered. -/
theorem grid_data_do_not_fix_curvature {n : ℕ} (hn : n ≠ 0) (J : ℕ →₀ ℝ) (D : ℝ) :
    ∃ J' : ℕ →₀ ℝ,
      (∀ k : ℝ, OnGrid n k → dispersion J' k = dispersion J k) ∧
      curvature (dispersion J') = D ∧
      (curvature (dispersion J) ≤ D → ∀ r, J r ≤ J' r) := by
  have hn' : (n : ℝ) ≠ 0 := Nat.cast_ne_zero.mpr hn
  -- put the missing curvature on shell `n`, which is invisible on the grid
  obtain ⟨c, hc⟩ : ∃ c : ℝ, c = (D - curvature (dispersion J)) / (n : ℝ) ^ 2 := ⟨_, rfl⟩
  refine ⟨J + Finsupp.single n c, ?_, ?_, ?_⟩
  · rintro k ⟨m, hm⟩
    have e : dispersion (J + Finsupp.single n c) k =
        dispersion J k + c * (1 - cos (n * k)) :=
      sum_add_shell J n c (fun i => 1 - cos (i * k))
    have h : cos ((n : ℝ) * k) = 1 := by
      rw [hm, mul_comm (2 * π) (m : ℝ)]
      exact Real.cos_int_mul_two_pi m
    rw [e, h]
    ring
  · have e : curvature (dispersion (J + Finsupp.single n c)) =
        curvature (dispersion J) + c * (n : ℝ) ^ 2 := by
      rw [curvature_dispersion, curvature_dispersion]
      exact sum_add_shell J n c (fun i => (i : ℝ) ^ 2)
    rw [e, hc, div_mul_cancel₀ _ (pow_ne_zero 2 hn')]
    ring
  · intro hD r
    have hc0 : 0 ≤ c := by
      rw [hc]
      exact div_nonneg (sub_nonneg.mpr hD) (sq_nonneg _)
    have hs : 0 ≤ Finsupp.single n c r := by
      rw [Finsupp.single_apply]
      split_ifs
      · exact hc0
      · exact le_rfl
    rw [Finsupp.add_apply]
    linarith

end

end FrozenMagnonAliasing
```

Here `∃ J'` means "there are couplings $J'$ such that". For every $n\ge1$, every coupling list $J$ and every real number $D$, there is a finite-range $J'$ with three properties:

1. $\omega_{J'}(k)=\omega_J(k)$ at every grid wavevector;
2. $\omega_{J'}''(0) = D$;
3. if $\omega_J''(0)\le D$, then $J(r)\le J'(r)$ for every $r$.

In this theorem $D$ denotes the curvature, which is twice the coefficient of $k^2$.

The construction uses shell $n$. At a grid point $\cos(nk)=\cos(2\pi m)=1$, so a coupling $c$ on that shell adds $c(1-1)=0$ to the energy. It adds $c\,n^2$ to the curvature. Choose

$$c = \frac{D-\omega_J''(0)}{n^2},$$

and let $J'$ be $J$ with $c$ added on shell $n$. The new curvature is $\omega_J''(0)+c\,n^2 = D$. If $D$ is at least the old curvature, then $c\ge0$ and no coupling has gone down.

The Lean proof follows this order. The `refine` line supplies `J + Finsupp.single n c` and leaves the three properties to be shown, one per bullet. In the first two bullets, `e` is `sum_add_shell` applied to the energy and to the curvature. The third bullet shows that `c` is nonnegative, and hence that the added term is nonnegative on every shell.

The third property has a direct physical reading: when $D$ is at least the old curvature and all couplings in $J$ are nonnegative, all those in $J'$ are nonnegative too. Requiring ferromagnetic couplings therefore puts no upper limit on the curvature that the grid data allow. The condition $\omega_J''(0)\le D$ cannot be dropped from the third property. With $J=0$ and $D=-1$, any $J'$ of the required curvature satisfies $\sum_r J'(r)\,r^2=-1$, which forces at least one coupling below zero.

The theorem treats exact energies of a chain with a single magnon branch. It leaves open how large the distant couplings are in a given material. The grid energies alone do not settle the curvature, so a fit that reports one also relies on an assumption about the couplings.

```lean
#print axioms FrozenMagnonAliasing.onGrid_iff
-- 'FrozenMagnonAliasing.onGrid_iff' depends on axioms: [propext, Classical.choice, Quot.sound]
#print axioms FrozenMagnonAliasing.nearest_neighbour_alias
-- 'FrozenMagnonAliasing.nearest_neighbour_alias' depends on axioms: [propext, Classical.choice, Quot.sound]
#print axioms FrozenMagnonAliasing.grid_data_do_not_fix_curvature
-- 'FrozenMagnonAliasing.grid_data_do_not_fix_curvature' depends on axioms: [propext, Classical.choice, Quot.sound]
```
